# For $J=i\sigma_y$ on the spin, a Hermitian matrix with $J\bar H=HJ$ is diagonalised in Kramers pairs by a unitary $W$ with $J\bar W=WJ$

Q: You model time reversal as complex conjugation followed by one fixed matrix $J$, acting on columns of complex numbers. Where is the spin in that?

A: In the basis. Take $n$ real, orthonormal spatial orbitals, each with spin up and spin down. For spin one-half, with one choice of its arbitrary constant phase, time reversal is then $\Theta x=J\bar x$, where the bar is complex conjugation and $J$ has blocks $0,1,-1,0$, that is, $i\sigma_y$ on the spin. In Lean the orbitals are labelled by a finite type `ι`, and `ι ⊕ ι` holds the up labels (`Sum.inl`) and the down labels (`Sum.inr`).

```lean
import Mathlib

open Matrix

namespace QuaternionicSpectral

variable {ι : Type*} [Fintype ι] [DecidableEq ι]

/-- The matrix `J` with blocks `0, 1, -1, 0`. -/
def kramersJ (ι : Type*) [DecidableEq ι] : Matrix (ι ⊕ ι) (ι ⊕ ι) ℂ :=
  fromBlocks 0 1 (-1) 0
```

Q: And the Hamiltonian's symmetry?

A: It is the relation $J\bar H=HJ$, named `IsQuaternionic`. It gives $H\Theta x=HJ\bar x=J\bar H\bar x=\Theta Hx$, so $H$ commutes with time reversal. Physically, this excludes magnetic fields and the exchange field of a spin-polarised mean field, while spin-orbit coupling is allowed. The symmetry is assumed, not derived from a microscopic Hamiltonian.

```lean
/-- The quaternionic relation `J conj(M) = M J`. -/
def IsQuaternionic (M : Matrix (ι ⊕ ι) (ι ⊕ ι) ℂ) : Prop :=
  kramersJ ι * M.map (starRingEnd ℂ) = M * kramersJ ι

/-- Time reversal of a state: the antilinear map `x ↦ J conj(x)`. -/
def timeReversal (x : ι ⊕ ι → ℂ) : ι ⊕ ι → ℂ := kramersJ ι *ᵥ star x
```

Q: The name promises quaternions, and I see none.

A: They are encoded. In blocks, the relation says
$$M=\begin{pmatrix}A&B\\-\bar B&\bar A\end{pmatrix},$$
which is the complex form of an $n\times n$ quaternion matrix. The theorem concerns these complex matrices, and only Hermitian ones are diagonalised. The target is $\mathrm{diag}(D,D)$, with the same real energies in both blocks.

```lean
/-- The matrix `diag(D, D)` in which every real energy appears in both blocks. -/
def kramersDiagonal (D : ι → ℝ) : Matrix (ι ⊕ ι) (ι ⊕ ι) ℂ :=
  fromBlocks (diagonal fun i => (D i : ℂ)) 0 0 (diagonal fun i => (D i : ℂ))
```

Q: Which properties of $\Theta$ do you need?

A: Write $x=(a,b)$ and $y=(a',b')$, so that $\Theta x=(\bar b,-\bar a)$. Applying $\Theta$ again gives $\Theta^2x=-x$. With $\langle x,y\rangle=\sum_k\bar x_ky_k$, which is `star x ⬝ᵥ y` in Lean,
$$\langle\Theta x,\Theta y\rangle=\sum_i(b_i\bar b'_i+a_i\bar a'_i)=\langle y,x\rangle,$$
$$\langle x,\Theta y\rangle=\sum_i(\bar a_i\bar b'_i-\bar b_i\bar a'_i)=-\langle y,\Theta x\rangle.$$
Setting $y=x$ in the second line gives $\langle x,\Theta x\rangle=0$: a state is orthogonal to its time reverse. The Lean proofs compare components and reorder the sums.

```lean
/-- Time reversal sends the components `(a, b)` to `(conj b, -conj a)`. -/
theorem timeReversal_eq (x : ι ⊕ ι → ℂ) : timeReversal x =
    Sum.elim (fun i => star (x (Sum.inr i))) (fun i => -star (x (Sum.inl i))) := by
  ext (i | i) <;> simp [timeReversal, kramersJ, fromBlocks_mulVec, neg_mulVec]

/-- Time reversal applied twice is minus the identity. -/
theorem timeReversal_sq (x : ι ⊕ ι → ℂ) : timeReversal (timeReversal x) = -x := by
  ext (i | i) <;> simp [timeReversal_eq]

/-- Time reversal exchanges the two states in an overlap, and the overlap of `x` with the
time reverse of `y` is antisymmetric in `x` and `y`. -/
theorem timeReversal_overlap (x y : ι ⊕ ι → ℂ) :
    star (timeReversal x) ⬝ᵥ timeReversal y = star y ⬝ᵥ x ∧
    star x ⬝ᵥ timeReversal y = -(star y ⬝ᵥ timeReversal x) := by
  constructor
  · simp only [timeReversal_eq, dotProduct, Fintype.sum_sum_type, Pi.star_apply,
      Sum.elim_inl, Sum.elim_inr, star_neg, star_star, neg_mul_neg]
    rw [add_comm]
    congr 1 <;> exact Finset.sum_congr rfl fun i _ => mul_comm _ _
  · simp only [timeReversal_eq, dotProduct, Fintype.sum_sum_type, Pi.star_apply,
      Sum.elim_inl, Sum.elim_inr, mul_neg, Finset.sum_neg_distrib, neg_add, neg_neg]
    rw [add_comm]
    congr 1
    · exact congrArg Neg.neg (Finset.sum_congr rfl fun i _ => mul_comm _ _)
    · exact Finset.sum_congr rfl fun i _ => mul_comm _ _
```

Q: So each energy has a partner state?

A: Yes. If $Hx=cx$ with $c$ real, then $H\Theta x=\Theta(cx)=c\,\Theta x$. Reality matters, because $\Theta$ conjugates scalars.

```lean
/-- If `x` is an eigenvector of a quaternionic matrix with a real eigenvalue, time reversal
preserves the eigenvalue equation. -/
theorem timeReversal_eigen {H : Matrix (ι ⊕ ι) (ι ⊕ ι) ℂ} (hq : IsQuaternionic H)
    {x : ι ⊕ ι → ℂ} {c : ℝ} (hx : H *ᵥ x = (c : ℂ) • x) :
    H *ᵥ timeReversal x = (c : ℂ) • timeReversal x := by
  have h : star (H *ᵥ x) = H.map (starRingEnd ℂ) *ᵥ star x := by
    ext i
    simp [mulVec, dotProduct]
  have hc : H *ᵥ timeReversal x = timeReversal (H *ᵥ x) := by
    unfold IsQuaternionic at hq
    unfold timeReversal
    rw [h, mulVec_mulVec, mulVec_mulVec, hq]
  rw [hc, hx]
  ext (i | i) <;> simp [timeReversal_eq]
```

Q: One pair is easy. With repeated energies, how do you keep different pairs orthogonal?

A: By choosing each new eigenvector in the orthogonal complement of the pairs already found. Suppose eigenvectors $v_i$ with real energies are given for a set $s$ of fewer than $n$ labels.

1. Let $K$ be the set of $x$ orthogonal to every $v_i$ and $\Theta v_i$. These are at most $2|s|<2n$ independent conditions, so $K\neq0$.
2. If $u$ is one of the vectors $v_i$ or $\Theta v_i$, then $Hu=cu$ with $c$ real, so $\langle u,Hx\rangle=\langle Hu,x\rangle=c\langle u,x\rangle=0$ for $x$ in $K$. Hence $H$ maps $K$ to itself.
3. Over the complex numbers, $H$ restricted to $K$ has an eigenvector $y$, with $Hy=cy$. Hermiticity gives $c\langle y,y\rangle=\bar c\langle y,y\rangle$, so $c$ is real. Dividing $y$ by its norm gives $w$.

In Lean, $K$ is the kernel of a matrix `A` whose rows are the conjugated vectors; `hne` is the dimension count, `hinv` the invariance and `hc` the reality of $c$.

```lean
/-- Given eigenvectors with real eigenvalues for a set of labels with fewer elements than `ι`, a
quaternionic Hermitian matrix has a normalised eigenvector orthogonal to all of them and to their
time reverses. -/
theorem exists_orthogonal_eigenvector {H : Matrix (ι ⊕ ι) (ι ⊕ ι) ℂ} (hH : H.IsHermitian)
    (hq : IsQuaternionic H) (s : Finset ι) (hs : s.card < Fintype.card ι)
    (v : ι → ι ⊕ ι → ℂ) (d : ι → ℝ) (hv : ∀ i ∈ s, H *ᵥ v i = (d i : ℂ) • v i) :
    ∃ (w : ι ⊕ ι → ℂ) (μ : ℝ), star w ⬝ᵥ w = 1 ∧ H *ᵥ w = (μ : ℂ) • w ∧
      ∀ i ∈ s, star (v i) ⬝ᵥ w = 0 ∧ star (timeReversal (v i)) ⬝ᵥ w = 0 := by
  have move : ∀ u x : ι ⊕ ι → ℂ, star u ⬝ᵥ (H *ᵥ x) = star (H *ᵥ u) ⬝ᵥ x := fun u x => by
    rw [Matrix.star_mulVec, hH.eq, Matrix.dotProduct_mulVec]
  have keep : ∀ (u x : ι ⊕ ι → ℂ) (c : ℂ), H *ᵥ u = c • u → star u ⬝ᵥ x = 0 →
      star u ⬝ᵥ (H *ᵥ x) = 0 := fun u x c hu h => by
    rw [move, hu, star_smul, smul_dotProduct, h, smul_zero]
  -- the orthogonal complement of the pairs, as the kernel of a matrix
  let A : Matrix (s ⊕ s) (ι ⊕ ι) ℂ :=
    Sum.elim (fun i => star (v i)) (fun i => star (timeReversal (v i)))
  let K := LinearMap.ker A.mulVecLin
  have hmem : ∀ x, x ∈ K ↔
      ∀ i ∈ s, star (v i) ⬝ᵥ x = 0 ∧ star (timeReversal (v i)) ⬝ᵥ x = 0 := by
    intro x
    constructor
    · intro h i hi
      have h' : A *ᵥ x = 0 := LinearMap.mem_ker.mp h
      exact ⟨congrFun h' (Sum.inl ⟨i, hi⟩), congrFun h' (Sum.inr ⟨i, hi⟩)⟩
    · intro h
      refine LinearMap.mem_ker.mpr (funext ?_)
      rintro (i | i)
      · exact (h i i.2).1
      · exact (h i i.2).2
  have hinv : ∀ x ∈ K, H.mulVecLin x ∈ K := fun x hx => (hmem _).2 fun i hi =>
    ⟨keep _ _ _ (hv i hi) ((hmem x).1 hx i hi).1,
      keep _ _ _ (timeReversal_eigen hq (hv i hi)) ((hmem x).1 hx i hi).2⟩
  have hne : K ≠ ⊥ := by
    intro h
    have h2 := LinearMap.finrank_le_finrank_of_injective (LinearMap.ker_eq_bot.mp h)
    simp only [Module.finrank_fintype_fun_eq_card, Fintype.card_sum, Fintype.card_coe] at h2
    omega
  have : Nontrivial K := Submodule.nontrivial_iff_ne_bot.mpr hne
  obtain ⟨y, hyK, hy0, c, hHy⟩ : ∃ y ∈ K, y ≠ 0 ∧ ∃ c : ℂ, H *ᵥ y = c • y := by
    obtain ⟨c, hc⟩ := Module.End.exists_eigenvalue (H.mulVecLin.restrict hinv)
    obtain ⟨x, hx⟩ := hc.exists_hasEigenvector
    exact ⟨x, x.2, fun h => hx.2 (Subtype.ext h), c, congrArg Subtype.val hx.apply_eq_smul⟩
  -- its squared norm is a positive real number t * t
  obtain ⟨t, ht, hyy⟩ : ∃ t : ℝ, t ≠ 0 ∧ star y ⬝ᵥ y = ((t * t : ℝ) : ℂ) := by
    obtain ⟨i, hi⟩ := Function.ne_iff.mp hy0
    have hi' : 0 < ‖y i‖ := norm_pos_iff.mpr hi
    have hr : 0 < ∑ j, ‖y j‖ ^ 2 :=
      Finset.sum_pos' (fun _ _ => by positivity) ⟨i, Finset.mem_univ i, by positivity⟩
    refine ⟨√(∑ j, ‖y j‖ ^ 2), (Real.sqrt_pos.mpr hr).ne', ?_⟩
    rw [Real.mul_self_sqrt hr.le]
    push_cast
    unfold dotProduct
    exact Finset.sum_congr rfl fun j _ => Complex.conj_mul' (y j)
  have hc : (c.re : ℂ) = c := by
    have h := move y y
    rw [hHy, star_smul, smul_dotProduct, dotProduct_smul, hyy, smul_eq_mul, smul_eq_mul] at h
    have h0 : ((t * t : ℝ) : ℂ) ≠ 0 := Complex.ofReal_ne_zero.mpr (mul_ne_zero ht ht)
    exact Complex.conj_eq_iff_re.mp (mul_right_cancel₀ h0 h).symm
  refine ⟨((t⁻¹ : ℝ) : ℂ) • y, c.re, ?_, ?_, fun i hi => ⟨?_, ?_⟩⟩
  · have ha : t⁻¹ * (t⁻¹ * (t * t)) = 1 := by field_simp
    rw [star_smul, smul_dotProduct, dotProduct_smul, hyy, smul_eq_mul, smul_eq_mul,
      Complex.star_def, Complex.conj_ofReal]
    exact_mod_cast ha
  · rw [mulVec_smul, hHy, hc]
    exact smul_comm _ _ _
  · rw [dotProduct_smul, ((hmem y).1 hyK i hi).1, smul_zero]
  · rw [dotProduct_smul, ((hmem y).1 hyK i hi).2, smul_zero]
```

Q: Does adding $w$ preserve all the orthogonality relations?

A: It does. Conjugating the known overlaps gives $\langle w,v_i\rangle=\langle w,\Theta v_i\rangle=0$. Antisymmetry then gives $\langle v_i,\Theta w\rangle=0$ and $\langle w,\Theta w\rangle=0$. Induction on `s` starts from the empty set and adds one label at a time, with `Function.update` storing the new vector and energy.

```lean
/-- For every set `s` of labels there are orthonormal eigenvectors with real eigenvalues, each
orthogonal to the time reverses of all of them. -/
theorem exists_kramers_family {H : Matrix (ι ⊕ ι) (ι ⊕ ι) ℂ} (hH : H.IsHermitian)
    (hq : IsQuaternionic H) (s : Finset ι) : ∃ (v : ι → ι ⊕ ι → ℂ) (d : ι → ℝ),
      (∀ i ∈ s, H *ᵥ v i = (d i : ℂ) • v i) ∧
      (∀ i ∈ s, ∀ j ∈ s, star (v i) ⬝ᵥ v j = if i = j then 1 else 0) ∧
      ∀ i ∈ s, ∀ j ∈ s, star (v i) ⬝ᵥ timeReversal (v j) = 0 := by
  induction s using Finset.induction_on with
  | empty => exact ⟨0, 0, by simp, by simp, by simp⟩
  | insert a s ha ih =>
    obtain ⟨v, d, hv, hon, hk⟩ := ih
    obtain ⟨w, μ, hw1, hw, ho⟩ := exists_orthogonal_eigenvector hH hq s
      (Finset.card_lt_univ_of_notMem ha) v d hv
    have flip : ∀ x y : ι ⊕ ι → ℂ, star x ⬝ᵥ y = 0 → star y ⬝ᵥ x = 0 := fun x y h => by
      rw [Matrix.star_dotProduct, h, star_zero]
    have hne : ∀ i ∈ s, i ≠ a := fun i hi h => ha (h ▸ hi)
    have hu : ∀ i ∈ s, Function.update v a w i = v i :=
      fun i hi => Function.update_of_ne (hne i hi) _ _
    have hd : ∀ i ∈ s, Function.update d a μ i = d i :=
      fun i hi => Function.update_of_ne (hne i hi) _ _
    refine ⟨Function.update v a w, Function.update d a μ, ?_, ?_, ?_⟩
    · intro i hi
      rcases Finset.mem_insert.mp hi with h | h
      · rw [h, Function.update_self, Function.update_self]; exact hw
      · rw [hu i h, hd i h]; exact hv i h
    · intro i hi j hj
      rcases Finset.mem_insert.mp hi with h | h <;> rcases Finset.mem_insert.mp hj with h' | h'
      · rw [h, h', Function.update_self, if_pos rfl]; exact hw1
      · rw [h, Function.update_self, hu j h', if_neg (hne j h').symm]
        exact flip _ _ (ho j h').1
      · rw [h', Function.update_self, hu i h, if_neg (hne i h)]; exact (ho i h).1
      · rw [hu i h, hu j h']; exact hon i h j h'
    · intro i hi j hj
      rcases Finset.mem_insert.mp hi with h | h <;> rcases Finset.mem_insert.mp hj with h' | h'
      · rw [h, h', Function.update_self]
        linear_combination (timeReversal_overlap w w).2 / 2
      · rw [h, Function.update_self, hu j h']; exact flip _ _ (ho j h').2
      · rw [h', Function.update_self, hu i h, (timeReversal_overlap _ _).2,
          flip _ _ (ho i h).2, neg_zero]
      · rw [hu i h, hu j h']; exact hk i h j h'
```

Q: How does that become a matrix with the right symmetry?

A: Let $W$ have columns $v_i$, then $-\Theta v_i$. The overlaps give $W^\dagger W=1$, and the eigenvalue equations give $HW=W\,\mathrm{diag}(D,D)$, hence $W^\dagger HW=\mathrm{diag}(D,D)$. For the symmetry, compare the columns of $J\bar W$ and $WJ$: both have $\Theta v_i$ in the first block and, since $-\Theta^2v_i=v_i$, both have $v_i$ in the second. These are `hW`, `hHW` and the last column comparison in Lean.

```lean
/-- Quaternionic spectral theorem: a Hermitian `H` with `J conj(H) = H J` is brought to the form
`diag(D, D)` with `D` real by a unitary `W` with `J conj(W) = W J`. -/
theorem quaternionic_spectral_theorem {H : Matrix (ι ⊕ ι) (ι ⊕ ι) ℂ} (hH : H.IsHermitian)
    (hq : IsQuaternionic H) : ∃ W ∈ unitaryGroup (ι ⊕ ι) ℂ, IsQuaternionic W ∧
      ∃ D : ι → ℝ, Wᴴ * H * W = kramersDiagonal D := by
  obtain ⟨v, d, hv, hon, hk⟩ := exists_kramers_family hH hq Finset.univ
  simp only [Finset.mem_univ, true_implies] at hv hon hk
  -- the columns of W are the states v i and minus their time reverses
  let col : ι ⊕ ι → ι ⊕ ι → ℂ := Sum.elim v (fun j => -timeReversal (v j))
  let W : Matrix (ι ⊕ ι) (ι ⊕ ι) ℂ := Matrix.of fun r c => col c r
  have hW : Wᴴ * W = 1 := by
    ext a b
    change star (col a) ⬝ᵥ col b = _
    rcases a with i | i <;> rcases b with j | j
    · change star (v i) ⬝ᵥ v j = _
      rw [hon]; simp [Matrix.one_apply]
    · change star (v i) ⬝ᵥ (-timeReversal (v j)) = _
      rw [dotProduct_neg, hk]; simp
    · change star (-timeReversal (v i)) ⬝ᵥ v j = _
      rw [star_neg, neg_dotProduct, Matrix.star_dotProduct, hk]; simp
    · change star (-timeReversal (v i)) ⬝ᵥ (-timeReversal (v j)) = _
      rw [star_neg, neg_dotProduct, dotProduct_neg, neg_neg, (timeReversal_overlap _ _).1, hon]
      by_cases h : i = j
      · subst h; simp
      · simp [h, Ne.symm h]
  have hcol : ∀ b, H *ᵥ col b = (Sum.elim (fun i => (d i : ℂ)) (fun i => (d i : ℂ)) b) • col b := by
    rintro (j | j)
    · exact hv j
    · change H *ᵥ (-timeReversal (v j)) = (d j : ℂ) • (-timeReversal (v j))
      rw [mulVec_neg, timeReversal_eigen hq (hv j), smul_neg]
  have hHW : H * W = W * kramersDiagonal d := by
    ext r b
    rw [kramersDiagonal, fromBlocks_diagonal, mul_diagonal]
    exact (congrFun (hcol b) r).trans (mul_comm _ _)
  refine ⟨W, mem_unitaryGroup_iff'.mpr hW, ?_, d, ?_⟩
  · unfold IsQuaternionic
    ext r b
    change timeReversal (col b) r = _
    rcases b with j | j
    · have hR : (W * kramersJ ι) r (Sum.inl j) = -W r (Sum.inr j) := by
        simp [kramersJ, Matrix.mul_apply, Fintype.sum_sum_type, Matrix.one_apply]
      rw [hR]
      exact (neg_neg (timeReversal (v j) r)).symm
    · have hR : (W * kramersJ ι) r (Sum.inr j) = W r (Sum.inl j) := by
        simp [kramersJ, Matrix.mul_apply, Fintype.sum_sum_type, Matrix.one_apply]
      have hn : timeReversal (-timeReversal (v j)) = -timeReversal (timeReversal (v j)) := by
        rw [timeReversal, star_neg, mulVec_neg]; rfl
      rw [timeReversal_sq, neg_neg] at hn
      rw [hR]
      exact congrFun hn r
  · rw [mul_assoc, hHW, ← mul_assoc, hW, one_mul]
```

Q: Could the form $W\,\mathrm{diag}(D,D)\,W^\dagger$ also describe Hamiltonians without the symmetry?

A: Not when $W$ is unitary with $J\bar W=WJ$, as in the theorem. For a general unitary $W$ it could, once $n\ge2$. Write $\Delta=\mathrm{diag}(D,D)$, which is real and commutes with $J$. First,
$$J\overline{W^\dagger}=W^\dagger WJ\overline{W^\dagger}=W^\dagger J\bar W\,\overline{W^\dagger}=W^\dagger J.$$
Then
$$J\,\overline{W\Delta W^\dagger}=WJ\Delta\overline{W^\dagger}=W\Delta J\overline{W^\dagger}=W\Delta W^\dagger J.$$
Hermiticity follows because $\Delta^\dagger=\Delta$.

```lean
/-- Converse: for a unitary `W` with `J conj(W) = W J` and real `D`, the matrix
`W diag(D, D) W†` is Hermitian and satisfies the quaternionic relation. -/
theorem quaternionic_of_diagonal {W : Matrix (ι ⊕ ι) (ι ⊕ ι) ℂ}
    (hW : W ∈ unitaryGroup (ι ⊕ ι) ℂ) (hq : IsQuaternionic W) (D : ι → ℝ) :
    (W * kramersDiagonal D * Wᴴ).IsHermitian ∧
      IsQuaternionic (W * kramersDiagonal D * Wᴴ) := by
  have hW1 : Wᴴ * W = 1 := mem_unitaryGroup_iff'.mp hW
  have hW2 : W * Wᴴ = 1 := mem_unitaryGroup_iff.mp hW
  have hDc : (kramersDiagonal D).map (starRingEnd ℂ) = kramersDiagonal D := by
    ext (i | i) (j | j) <;> by_cases h : i = j <;>
      simp [kramersDiagonal, h]
  have hDh : (kramersDiagonal D)ᴴ = kramersDiagonal D := by
    ext (i | i) (j | j) <;> by_cases h : i = j <;>
      simp [kramersDiagonal, h, eq_comm]
  have hDJ : kramersJ ι * kramersDiagonal D = kramersDiagonal D * kramersJ ι := by
    rw [kramersDiagonal, kramersJ, fromBlocks_multiply, fromBlocks_multiply]
    simp
  unfold IsQuaternionic at hq ⊢
  have h1 : W.map (starRingEnd ℂ) * Wᴴ.map (starRingEnd ℂ) = 1 := by
    rw [← Matrix.map_mul, hW2]; simp
  -- the adjoint of W inherits the quaternionic relation
  have h2 : kramersJ ι * Wᴴ.map (starRingEnd ℂ) = Wᴴ * kramersJ ι := by
    calc kramersJ ι * Wᴴ.map (starRingEnd ℂ)
        = Wᴴ * W * (kramersJ ι * Wᴴ.map (starRingEnd ℂ)) := by rw [hW1, one_mul]
      _ = Wᴴ * (W * kramersJ ι) * Wᴴ.map (starRingEnd ℂ) := by simp only [mul_assoc]
      _ = Wᴴ * kramersJ ι * (W.map (starRingEnd ℂ) * Wᴴ.map (starRingEnd ℂ)) := by
          rw [← hq]; simp only [mul_assoc]
      _ = Wᴴ * kramersJ ι := by rw [h1, mul_one]
  constructor
  · unfold Matrix.IsHermitian
    rw [conjTranspose_mul, conjTranspose_mul, conjTranspose_conjTranspose, hDh, mul_assoc]
  · rw [Matrix.map_mul, Matrix.map_mul, hDc, ← mul_assoc, ← mul_assoc, hq,
      mul_assoc W, hDJ, mul_assoc, mul_assoc, h2]
    simp only [mul_assoc]
```

Q: Show me small cases.

A: For $n=1$, Hermiticity forces $A$ to be real and $B=0$, so $H$ is a real multiple of the identity: a single Kramers pair can be shifted but not split.

For $n=2$, take $A=0$ and $B$ with rows $(0,1)$ and $(-1,0)$. Then $H(a_0,a_1,b_0,b_1)=(b_1,-b_0,-a_1,a_0)$. The vectors
$$v_0=\tfrac1{\sqrt2}(1,0,0,1),\qquad v_1=\tfrac1{\sqrt2}(1,0,0,-1)$$
have energies $1$ and $-1$. Their partners $\Theta v_0=\tfrac1{\sqrt2}(0,1,-1,0)$ and $\Theta v_1=\tfrac1{\sqrt2}(0,-1,-1,0)$ have the same energies, so $D=(1,-1)$. Lean checks that this $H$ meets both hypotheses.

```lean
/-- The 4 by 4 matrix with blocks `0, B, -B, 0`, where `B` has rows `(0, 1)` and `(-1, 0)`, is
Hermitian and satisfies the quaternionic relation. -/
theorem quaternionic_witness :
    (fromBlocks 0 !![0, 1; -1, 0] (-!![0, 1; -1, 0]) 0 :
      Matrix (Fin 2 ⊕ Fin 2) (Fin 2 ⊕ Fin 2) ℂ).IsHermitian ∧
    IsQuaternionic (fromBlocks 0 !![0, 1; -1, 0] (-!![0, 1; -1, 0]) 0 :
      Matrix (Fin 2 ⊕ Fin 2) (Fin 2 ⊕ Fin 2) ℂ) := by
  constructor
  · unfold Matrix.IsHermitian
    ext (i | i) (j | j) <;> fin_cases i <;> fin_cases j <;> simp
  · unfold IsQuaternionic kramersJ
    rw [fromBlocks_map, fromBlocks_multiply, fromBlocks_multiply]
    ext (i | i) (j | j) <;> fin_cases i <;> fin_cases j <;> simp

end QuaternionicSpectral
```

```lean
#print axioms QuaternionicSpectral.quaternionic_spectral_theorem
-- 'QuaternionicSpectral.quaternionic_spectral_theorem' depends on axioms: [propext, Classical.choice, Quot.sound]
#print axioms QuaternionicSpectral.quaternionic_of_diagonal
-- 'QuaternionicSpectral.quaternionic_of_diagonal' depends on axioms: [propext, Classical.choice, Quot.sound]
```

Q: Where would I meet this in electronic structure?

A: In a two-component one-electron Hamiltonian with spin-orbit coupling that commutes with time reversal, written in a finite orthonormal basis of the kind above. For a mean-field Hamiltonian, the absence of an external magnetic field is not enough, because the exchange field of a spin-polarised state also breaks the symmetry. When the symmetry holds, the theorem applies. Its spinors can be chosen in time-reversed pairs, and the transformation to them keeps the quaternionic block form.
